# Least-squares fitting of t² over the full band gives the truncated sinc weights

## A kinetic stencil and its plane waves

An electron on a uniform one-dimensional grid has its kinetic operator −d²/dx² replaced by a weighted sum over neighbouring points. Take unit grid spacing, and units in which the prefactor ħ²/(2m) of the operator is 1. A symmetric stencil of reach N has on-site weight a_0 and weight a_j/2 on each neighbour at distance j:

(Du)(n) = Σ_{j=0}^N (a_j/2) [u(n+j) + u(n−j)]

On a plane wave u(n) = e^{itn} the bracket equals 2 cos(jt) e^{itn}, so the stencil multiplies the wave by its symbol

S(t) = Σ_{j=0}^N a_j cos(jt)

The exact operator multiplies it by t². Taylor-derived stencils match t² near t = 0 and are less accurate towards the band edge t = π. What weights result if all wavenumbers in the band count equally?

## The minimiser and what it covers

Measure the misfit by

E_N(a) = ∫₀^π (t² − S(t))² dt

Both symbols are even in t, so it is enough to integrate over 0 ≤ t ≤ π, and "the band" means this interval from here on. Define the sinc weights

s_0 = π²/3,  s_j = 4(−1)^j/j² for j ≥ 1

The theorem `sincWeight_unique_minimiser` says that, for every N and every real sequence a, E_N(s) ≤ E_N(a), with equality exactly when a_j = s_j for all j ≤ N. The case N = 0, a fit by a constant, is included.

In Lean, `stencil` is D, acting on complex functions on the integers, and `stencilSymbol`, `bandError` and `sincWeight` are S, E_N and s. The coefficients form a function `a : ℕ → ℝ`, of which only the entries up to N enter; uniqueness therefore concerns those entries alone. `stencil_planeWave` connects the cosine polynomial to the grid operator.

The name of the weights is justified by `sinc_second_derivative`: for j ≥ 1, minus the second derivative of sin(πx)/(πx) at x = j is s_j/2, the weight on one neighbour. The on-site value agrees too, since the function begins 1 − π²x²/6 near the origin, but that case is a remark by hand and the Lean theorem leaves it out.

For real-space electronic structure, the result identifies the kinetic stencil of given reach with the smallest mean square symbol error, on an infinite uniform grid in one dimension and with all wavenumbers weighted equally. Compared with Taylor-derived stencils, accuracy is lost at the longest waves: for every finite N the symbol of the minimiser differs from zero at t = 0. For N = 1 its value there is π²/3 − 4 ≈ −0.71, so the stencil multiplies a constant function by a negative number, where −d²/dx² gives zero. On a grid of spacing h the stencil is divided by h², so at fixed reach this error grows as the grid is refined. These remarks are by hand and are not among the Lean theorems, which also say nothing about errors in energies once a potential is present.

The coefficients could also have been modelled as tuples of length N+1, `Fin (N + 1) → ℝ`. Uniqueness would then be plain equality of tuples, but the minimiser would have a different type for each N, whereas here one sequence serves every reach.

## Orthogonality, moments and a completed square

**Orthogonality.** For an integer m ≠ 0,

∫₀^π cos(mt) dt = [sin(mt)/m]₀^π = 0

and for m = 0 the integral is π. Since

cos(jt) cos(kt) = ½ [cos((j−k)t) + cos((j+k)t)]

the cosines with j, k ≥ 0 are orthogonal on the band. Their squared norms are g_0 = π and g_j = π/2 for j ≥ 1.

**Moments.** For j ≥ 1, two integrations by parts give

∫₀^π t² cos(jt) dt = [t² sin(jt)/j + 2t cos(jt)/j² − 2 sin(jt)/j³]₀^π = 2π(−1)^j/j² = g_j s_j

For j = 0 the integral is π³/3 = g_0 s_0.

**The square.** Expanding the integrand and using both results,

E_N(a) = π⁵/5 − 2 Σ_{j=0}^N g_j s_j a_j + Σ_{j=0}^N g_j a_j²
= π⁵/5 − Σ_{j=0}^N g_j s_j² + Σ_{j=0}^N g_j (a_j − s_j)²

Only the last sum depends on a. Every g_j is positive, so that sum is non-negative and vanishes exactly when a_j = s_j for all j ≤ N.

**The minimum.** Here g_0 s_0² = π⁵/9, and g_j s_j² = 8π/j⁴ for j ≥ 1. With the summation index shifted by one,

E_N(s) = 4π⁵/45 − 8π Σ_{j=0}^{N−1} 1/(j+1)⁴

The full series of inverse fourth powers is π⁴/90, and 8π · π⁴/90 = 4π⁵/45, so the minimum tends to zero as N grows.

**The sinc function.** For x ≠ 0 the slope of sin(πx)/(πx) is cos(πx)/x − sin(πx)/(πx²). Its derivative is

−π sin(πx)/x − 2 cos(πx)/x² + 2 sin(πx)/(πx³)

At x = j ≥ 1 the sines vanish and −2(−1)^j/j² = −s_j/2 remains.

## The complete Lean file

```lean
import Mathlib

open Real Finset Filter Topology

namespace FullBandKineticFit

noncomputable section

/-- The symmetric stencil on the unit grid with on-site weight `a 0` and weight `a j / 2` on
each of the two neighbours at distance `j`, for `1 ≤ j ≤ N`. -/
def stencil (N : ℕ) (a : ℕ → ℝ) (u : ℤ → ℂ) (n : ℤ) : ℂ :=
  ∑ j ∈ range (N + 1), (a j : ℂ) / 2 * (u (n + j) + u (n - j))

/-- The symbol of the stencil: the cosine polynomial with coefficients `a 0, ..., a N`. -/
def stencilSymbol (N : ℕ) (a : ℕ → ℝ) (t : ℝ) : ℝ :=
  ∑ j ∈ range (N + 1), a j * Real.cos (j * t)

/-- The squared error of the symbol against the exact kinetic symbol `t ^ 2`, integrated over
the band from `0` to `π`. -/
def bandError (N : ℕ) (a : ℕ → ℝ) : ℝ :=
  ∫ t in (0 : ℝ)..π, (t ^ 2 - stencilSymbol N a t) ^ 2

/-- The sinc weights: `π ^ 2 / 3` for `j = 0` and `4 (-1) ^ j / j ^ 2` for `j ≥ 1`. -/
def sincWeight (j : ℕ) : ℝ :=
  if j = 0 then π ^ 2 / 3 else 4 * (-1) ^ j / (j : ℝ) ^ 2

/-- The squared norm of `cos (j t)` on the band: `π` for `j = 0` and `π / 2` for `j ≥ 1`. -/
def cosNormSq (j : ℕ) : ℝ := if j = 0 then π else π / 2

/-- The slope of `sin (π x) / (π x)`, for `x ≠ 0`. -/
def sincSlope (x : ℝ) : ℝ := Real.cos (π * x) / x - Real.sin (π * x) / (π * x ^ 2)

/-- A plane wave of wavenumber `t` is multiplied by the symbol when the stencil acts on it. -/
theorem stencil_planeWave (N : ℕ) (a : ℕ → ℝ) (t : ℝ) (n : ℤ) :
    stencil N a (fun m => Complex.exp (Complex.I * t * m)) n =
      stencilSymbol N a t * Complex.exp (Complex.I * t * n) := by
  unfold stencil stencilSymbol
  rw [Complex.ofReal_sum, Finset.sum_mul]
  refine Finset.sum_congr rfl fun j _ => ?_
  have e1 : Complex.exp (Complex.I * t * ((n + j : ℤ) : ℂ)) =
      Complex.exp (Complex.I * t * n) * Complex.exp ((j * t : ℂ) * Complex.I) := by
    rw [← Complex.exp_add]; congr 1; push_cast; ring
  have e2 : Complex.exp (Complex.I * t * ((n - j : ℤ) : ℂ)) =
      Complex.exp (Complex.I * t * n) * Complex.exp (-(j * t : ℂ) * Complex.I) := by
    rw [← Complex.exp_add]; congr 1; push_cast; ring
  beta_reduce
  rw [e1, e2]
  push_cast
  rw [Complex.cos]
  ring

/-- For `j ≥ 1`, minus the second derivative of `sin (π x) / (π x)` at the grid point `j` is
half the sinc weight. -/
theorem sinc_second_derivative (j : ℕ) (hj : j ≠ 0) :
    (∀ x : ℝ, x ≠ 0 →
      HasDerivAt (fun y : ℝ => Real.sin (π * y) / (π * y)) (sincSlope x) x) ∧
    HasDerivAt sincSlope (-(sincWeight j / 2)) (j : ℝ) := by
  have hπ : π ≠ 0 := Real.pi_ne_zero
  have hl : ∀ x : ℝ, HasDerivAt (fun y : ℝ => π * y) π x := fun x =>
    ((hasDerivAt_id' x).const_mul π).congr_deriv (by ring)
  constructor
  · intro x hx
    refine ((hl x).sin.fun_div (hl x) (mul_ne_zero hπ hx)).congr_deriv ?_
    unfold sincSlope
    field_simp
  · have hx : (j : ℝ) ≠ 0 := by exact_mod_cast hj
    have hq : HasDerivAt (fun y : ℝ => π * y ^ 2) (π * (2 * j)) (j : ℝ) := by
      simpa using (hasDerivAt_pow 2 (j : ℝ)).const_mul π
    have h := ((hl j).cos.fun_div (hasDerivAt_id' (j : ℝ)) hx).fun_sub
      ((hl j).sin.fun_div hq (mul_ne_zero hπ (pow_ne_zero 2 hx)))
    refine HasDerivAt.congr_deriv (f := sincSlope) h ?_
    -- at a grid point the sine vanishes and the cosine is a sign
    rw [mul_comm π (j : ℝ), Real.sin_nat_mul_pi, Real.cos_nat_mul_pi]
    simp only [sincWeight, if_neg hj]
    field_simp
    ring

/-- The integral of `cos (m t)` over the band is `π` for `m = 0` and zero for every other
integer `m`. -/
theorem integral_cos_int (m : ℤ) :
    ∫ t in (0 : ℝ)..π, Real.cos (m * t) = if m = 0 then π else 0 := by
  split_ifs with h
  · simp [h]
  · have hm : (m : ℝ) ≠ 0 := by exact_mod_cast h
    have hd : ∀ t ∈ Set.uIcc (0 : ℝ) π,
        HasDerivAt (fun t : ℝ => Real.sin (m * t) / m) (Real.cos (m * t)) t := by
      intro t _
      exact ((((hasDerivAt_id' t).const_mul (m : ℝ)).sin).div_const (m : ℝ)).congr_deriv
        (by field_simp)
    rw [intervalIntegral.integral_eq_sub_of_hasDerivAt hd
      (Continuous.intervalIntegrable (by fun_prop) _ _)]
    simp [Real.sin_int_mul_pi]

/-- The cosines `cos (j t)` are orthogonal on the band, with squared norms `cosNormSq j`. -/
theorem cos_orthogonal (j k : ℕ) :
    ∫ t in (0 : ℝ)..π, Real.cos (j * t) * Real.cos (k * t) =
      if j = k then cosNormSq j else 0 := by
  have hp : ∀ t : ℝ, Real.cos (j * t) * Real.cos (k * t) =
      (Real.cos (((j - k : ℤ) : ℝ) * t) + Real.cos (((j + k : ℤ) : ℝ) * t)) / 2 := by
    intro t
    push_cast
    rw [sub_mul, add_mul, Real.cos_sub, Real.cos_add]
    ring
  simp_rw [hp]
  rw [intervalIntegral.integral_div, intervalIntegral.integral_add
    (Continuous.intervalIntegrable (by fun_prop) _ _)
    (Continuous.intervalIntegrable (by fun_prop) _ _), integral_cos_int, integral_cos_int]
  unfold cosNormSq
  by_cases hjk : j = k
  · subst hjk
    by_cases h : j = 0
    · subst h
      simp
    · have h1 : (j : ℤ) - j = 0 := sub_self _
      have h2 : (j : ℤ) + j ≠ 0 := by omega
      rw [if_pos h1, if_neg h2, if_pos rfl, if_neg h]
      ring
  · have h1 : (j : ℤ) - k ≠ 0 := by omega
    have h2 : (j : ℤ) + k ≠ 0 := by omega
    rw [if_neg h1, if_neg h2, if_neg hjk]
    ring

/-- The overlap of the exact kinetic symbol `t ^ 2` with `cos (j t)` is the squared norm of the
cosine times the sinc weight. -/
theorem kinetic_moment (j : ℕ) :
    ∫ t in (0 : ℝ)..π, t ^ 2 * Real.cos (j * t) = cosNormSq j * sincWeight j := by
  by_cases hj : j = 0
  · subst hj
    simp only [Nat.cast_zero, zero_mul, Real.cos_zero, mul_one, integral_pow, cosNormSq,
      sincWeight, if_true]
    norm_num
    ring
  · have hx : (j : ℝ) ≠ 0 := by exact_mod_cast hj
    have hd : ∀ t ∈ Set.uIcc (0 : ℝ) π, HasDerivAt (fun t : ℝ =>
        t ^ 2 * Real.sin (j * t) / j + 2 * t * Real.cos (j * t) / (j : ℝ) ^ 2
          - 2 * Real.sin (j * t) / (j : ℝ) ^ 3) (t ^ 2 * Real.cos (j * t)) t := by
      intro t _
      have hl := (hasDerivAt_id' t).const_mul (j : ℝ)
      have h2 : HasDerivAt (fun t : ℝ => t ^ 2) (2 * t) t := by
        simpa using hasDerivAt_pow 2 t
      refine ((((h2.fun_mul hl.sin).div_const (j : ℝ)).fun_add
        ((((hasDerivAt_id' t).const_mul 2).fun_mul hl.cos).div_const ((j : ℝ) ^ 2))).fun_sub
        ((hl.sin.const_mul 2).div_const ((j : ℝ) ^ 3))).congr_deriv ?_
      field_simp
      ring
    rw [intervalIntegral.integral_eq_sub_of_hasDerivAt hd
      (Continuous.intervalIntegrable (by fun_prop) _ _)]
    simp only [Real.sin_nat_mul_pi, Real.cos_nat_mul_pi, mul_zero, zero_mul, Real.sin_zero,
      zero_div, add_zero, zero_add, sub_zero, cosNormSq, sincWeight, if_neg hj]
    ring

/-- The band error is a constant plus a weighted sum of squared deviations of the coefficients
from the sinc weights. -/
theorem bandError_eq (N : ℕ) (a : ℕ → ℝ) :
    bandError N a = π ^ 5 / 5 - ∑ j ∈ range (N + 1), cosNormSq j * sincWeight j ^ 2
      + ∑ j ∈ range (N + 1), cosNormSq j * (a j - sincWeight j) ^ 2 := by
  have hS : Continuous (fun t => stencilSymbol N a t) := by
    unfold stencilSymbol
    exact continuous_finsetSum _ fun j _ => by fun_prop
  -- integrating the symbol against any continuous function, term by term
  have hlin : ∀ f : ℝ → ℝ, Continuous f → ∫ t in (0 : ℝ)..π, f t * stencilSymbol N a t =
      ∑ j ∈ range (N + 1), a j * ∫ t in (0 : ℝ)..π, f t * Real.cos (j * t) := by
    intro f hf
    simp_rw [← intervalIntegral.integral_const_mul]
    rw [← intervalIntegral.integral_finsetSum
      (fun j _ => Continuous.intervalIntegrable (by fun_prop) _ _)]
    refine intervalIntegral.integral_congr fun t _ => ?_
    simp only [stencilSymbol, Finset.mul_sum]
    exact Finset.sum_congr rfl fun j _ => by ring
  have h1 : ∫ t in (0 : ℝ)..π, t ^ 4 = π ^ 5 / 5 := by
    rw [integral_pow]
    norm_num
  have h2 := hlin (fun t => t ^ 2) (by fun_prop)
  simp only [kinetic_moment] at h2
  have h3 : ∫ t in (0 : ℝ)..π, stencilSymbol N a t * stencilSymbol N a t =
      ∑ j ∈ range (N + 1), a j * (a j * cosNormSq j) := by
    rw [hlin _ hS]
    refine Finset.sum_congr rfl fun j hj => ?_
    have hc := hlin (fun t => Real.cos (j * t)) (by fun_prop)
    simp only [cos_orthogonal, mul_ite, mul_zero, Finset.sum_ite_eq, if_pos hj] at hc
    rw [← hc]
    congr 1
    exact intervalIntegral.integral_congr fun t _ => mul_comm _ _
  have hsplit : bandError N a = (∫ t in (0 : ℝ)..π, t ^ 4)
      - 2 * (∫ t in (0 : ℝ)..π, t ^ 2 * stencilSymbol N a t)
      + ∫ t in (0 : ℝ)..π, stencilSymbol N a t * stencilSymbol N a t := by
    rw [← intervalIntegral.integral_const_mul, ← intervalIntegral.integral_sub
      (Continuous.intervalIntegrable (by fun_prop) _ _)
      (Continuous.intervalIntegrable (by fun_prop) _ _), ← intervalIntegral.integral_add
      (Continuous.intervalIntegrable (by fun_prop) _ _)
      (Continuous.intervalIntegrable (by fun_prop) _ _)]
    exact intervalIntegral.integral_congr fun t _ => by ring
  -- completing the square in every coefficient
  have hsq : ∑ j ∈ range (N + 1), cosNormSq j * (a j - sincWeight j) ^ 2 =
      ∑ j ∈ range (N + 1), a j * (a j * cosNormSq j)
      - 2 * ∑ j ∈ range (N + 1), a j * (cosNormSq j * sincWeight j)
      + ∑ j ∈ range (N + 1), cosNormSq j * sincWeight j ^ 2 := by
    rw [Finset.mul_sum, ← Finset.sum_sub_distrib, ← Finset.sum_add_distrib]
    exact Finset.sum_congr rfl fun j _ => by ring
  rw [hsplit, h1, h2, h3, hsq]
  ring

/-- Least-squares fitting of the kinetic symbol over the full band is minimised by the sinc
weights truncated at `N`, and by no other coefficients. -/
theorem sincWeight_unique_minimiser (N : ℕ) (a : ℕ → ℝ) :
    bandError N sincWeight ≤ bandError N a ∧
    (bandError N a = bandError N sincWeight ↔ ∀ j ≤ N, a j = sincWeight j) := by
  have hg : ∀ j, 0 < cosNormSq j := by
    intro j
    unfold cosNormSq
    split_ifs <;> positivity
  have hnn : ∀ j ∈ range (N + 1), 0 ≤ cosNormSq j * (a j - sincWeight j) ^ 2 :=
    fun j _ => mul_nonneg (hg j).le (sq_nonneg _)
  have hex : bandError N a = bandError N sincWeight
      + ∑ j ∈ range (N + 1), cosNormSq j * (a j - sincWeight j) ^ 2 := by
    rw [bandError_eq N a, bandError_eq N sincWeight]
    simp
  refine ⟨by linarith [Finset.sum_nonneg hnn], ?_⟩
  rw [hex, add_eq_left, Finset.sum_eq_zero_iff_of_nonneg hnn]
  constructor
  · intro h j hj
    have h0 := (mul_eq_zero.mp (h j (Finset.mem_range.mpr (by omega)))).resolve_left (hg j).ne'
    exact sub_eq_zero.mp (pow_eq_zero_iff two_ne_zero |>.mp h0)
  · intro h j hj
    have hle : j ≤ N := by
      have := Finset.mem_range.mp hj
      omega
    rw [h j hle]
    ring

/-- The band error of the truncated sinc weights is `4 π ^ 5 / 45` minus `8 π` times the sum of the
first `N` inverse fourth powers. -/
theorem bandError_sincWeight (N : ℕ) :
    bandError N sincWeight =
      4 * π ^ 5 / 45 - 8 * π * ∑ j ∈ range N, 1 / ((j : ℝ) + 1) ^ 4 := by
  have hterm : ∀ j : ℕ, cosNormSq (j + 1) * sincWeight (j + 1) ^ 2 =
      8 * π * (1 / ((j : ℝ) + 1) ^ 4) := by
    intro j
    have hs : ((-1 : ℝ) ^ (j + 1)) ^ 2 = 1 := by
      rw [← pow_mul, mul_comm, pow_mul]
      simp
    simp only [cosNormSq, sincWeight, Nat.add_one_ne_zero, if_false]
    push_cast
    rw [div_pow, mul_pow, hs, ← pow_mul]
    ring
  have h0 : cosNormSq 0 * sincWeight 0 ^ 2 = π ^ 5 / 9 := by
    simp only [cosNormSq, sincWeight, if_true]
    ring
  rw [bandError_eq, Finset.sum_range_succ', h0, Finset.sum_congr rfl fun j _ => hterm j,
    ← Finset.mul_sum]
  simp only [sub_self, ne_eq, OfNat.ofNat_ne_zero, not_false_eq_true, zero_pow, mul_zero,
    Finset.sum_const_zero]
  ring

/-- The band error of the truncated sinc weights tends to zero as the stencil grows. -/
theorem bandError_tendsto_zero :
    Tendsto (fun N => bandError N sincWeight) atTop (𝓝 0) := by
  have hs : Tendsto (fun N : ℕ => ∑ j ∈ range N, 1 / ((j : ℝ) + 1) ^ 4) atTop
      (𝓝 (π ^ 4 / 90)) := by
    refine (hasSum_zeta_four.tendsto_sum_nat.comp (tendsto_add_atTop_nat 1)).congr fun N => ?_
    simp [Finset.sum_range_succ']
  have h := (hs.const_mul (8 * π)).const_sub (4 * π ^ 5 / 45)
  have e : 4 * π ^ 5 / 45 - 8 * π * (π ^ 4 / 90) = 0 := by ring
  rw [e] at h
  exact h.congr fun N => (bandError_sincWeight N).symm

end

end FullBandKineticFit
```

```lean
#print axioms FullBandKineticFit.stencil_planeWave
#print axioms FullBandKineticFit.sinc_second_derivative
#print axioms FullBandKineticFit.sincWeight_unique_minimiser
#print axioms FullBandKineticFit.bandError_tendsto_zero
```

```
'FullBandKineticFit.stencil_planeWave' depends on axioms: [propext, Classical.choice, Quot.sound]
'FullBandKineticFit.sinc_second_derivative' depends on axioms: [propext, Classical.choice, Quot.sound]
'FullBandKineticFit.sincWeight_unique_minimiser' depends on axioms: [propext, Classical.choice, Quot.sound]
'FullBandKineticFit.bandError_tendsto_zero' depends on axioms: [propext, Classical.choice, Quot.sound]
```

## How the Lean proof follows the calculation

`stencil_planeWave` works term by term: `e1` and `e2` split the exponentials at n+j and n−j, and unfolding the complex cosine joins them again. `sinc_second_derivative` differentiates twice with the quotient rule, then inserts the values of sine and cosine at multiples of π.

`integral_cos_int` and `kinetic_moment` each state the antiderivative, check its derivative, and apply the fundamental theorem of calculus through `intervalIntegral.integral_eq_sub_of_hasDerivAt`. The case of index zero is treated separately in both. `cos_orthogonal` rewrites the product of cosines as a sum and applies `integral_cos_int` to the integers j−k and j+k. The squared norms g_j are called `cosNormSq`.

`bandError_eq` is the completed square. Its auxiliary statement `hlin` moves the integral of a continuous function times the symbol inside the finite sum. Applied to t², it gives the cross term `h2`. Applied to the symbol itself and then to each cosine, it gives the quadratic term `h3`, where orthogonality reduces the double sum to its diagonal. `hsplit` expands the integrand, and `hsq` expands the weighted squares so that the two sides can be compared.

In `sincWeight_unique_minimiser`, `hex` writes the error as its value at the sinc weights plus the weighted squares. Non-negativity gives the inequality. For uniqueness, `Finset.sum_eq_zero_iff_of_nonneg` turns a vanishing sum into vanishing terms, and the positive factor `cosNormSq j` is then removed from each.

`bandError_sincWeight` separates the j = 0 term with `Finset.sum_range_succ'`, which produces the shifted index. `bandError_tendsto_zero` takes the sum of inverse fourth powers from Mathlib's `hasSum_zeta_four`, shifts it in the same way, and checks that the two constants cancel.
